# Off a stationary point, the force constant of a C² energy depends on the coordinate

Let E(x) be the electronic energy at nuclear geometry x, with the repulsion between the nuclei included, and let a coordinate q move the nuclei along a path γ(q). The harmonic force constant along the path is the second derivative of E(γ(q)) at q = 0. The question is whether two coordinates that start from the same geometry with the same first derivative γ′(0) must agree on it.

This matters when coupled-cluster frequencies are computed at a geometry optimised with another method, where the coupled-cluster gradient is generally nonzero; the results below concern the curvature along one path, for an energy that is C² everywhere. Treating a computed surface as such an energy is an idealisation, since real surfaces are singular where nuclei coincide and can have kinks where two electronic states meet.

Geometries form a real normed space V of any dimension. "Velocity" and "acceleration" mean first and second derivatives with respect to q, not time. Masses do not appear, so the results are about force constants, not frequencies.

```lean
import Mathlib

open Polynomial

namespace HarmonicOffStationary

noncomputable section

variable {V : Type*} [NormedAddCommGroup V] [NormedSpace ℝ V]
```

The force constant is defined as the actual second derivative. Lean's `deriv` returns 0 where no derivative exists, but the hypotheses of each theorem rule that case out.

```lean
/-- The harmonic force constant seen along a path `γ` of geometries: the second derivative
of the energy with respect to the path coordinate `q`, at `q = 0`. -/
def pathCurvature (E : V → ℝ) (γ : ℝ → V) : ℝ :=
  deriv (deriv fun q => E (γ q)) 0
```

The simplest curved displacement from x is a parabola with velocity v and acceleration a:

γ(q) = x + q v + (q²/2) a

```lean
/-- The curved displacement that leaves the geometry `x` with velocity `v` and constant
acceleration `a`. -/
def arc (x v a : V) (q : ℝ) : V := x + q • v + (q ^ 2 / 2) • a
```

## Curvature along a path

Write DE(x) for the gradient as a linear map (`fderiv ℝ E x`) and D²E(x) for the Hessian. The chain rule gives the slope at every q:

d/dq E(γ(q)) = DE(γ(q)) γ′(q)

Both factors depend on q, so the product rule gives, at q = 0,

d²/dq² E(γ(q)) = D²E(γ(0))(γ′(0), γ′(0)) + DE(γ(0)) a

In Lean, `γ'` is a separate function, tied to γ by `hγ`; `ha` says that its derivative at 0 is a. The first equation is `h1`, and `clm_apply` is the product rule for a linear map acting on a vector.

```lean
/-- For a C² energy, the curvature along a differentiable path with an acceleration `a` at
`q = 0` is the Hessian on the velocity plus the energy gradient applied to `a`. -/
theorem pathCurvature_eq {E : V → ℝ} (hE : ContDiff ℝ 2 E) {γ γ' : ℝ → V} {a : V}
    (hγ : ∀ q, HasDerivAt γ (γ' q) q) (ha : HasDerivAt γ' a 0) :
    pathCurvature E γ =
      fderiv ℝ (fderiv ℝ E) (γ 0) (γ' 0) (γ' 0) + fderiv ℝ E (γ 0) a := by
  have hd : Differentiable ℝ E := hE.differentiable (by norm_num)
  have hd' : Differentiable ℝ (fderiv ℝ E) :=
    (hE.fderiv_right (m := 1) (by norm_num)).differentiable (by norm_num)
  -- the slope along the path is the gradient applied to the velocity
  have h1 : (deriv fun q => E (γ q)) = fun q => fderiv ℝ E (γ q) (γ' q) := by
    funext q
    exact ((hd (γ q)).hasFDerivAt.comp_hasDerivAt q (hγ q)).deriv
  -- both the gradient and the velocity change along the path
  have h2 : HasDerivAt (fun q => fderiv ℝ E (γ q))
      (fderiv ℝ (fderiv ℝ E) (γ 0) (γ' 0)) 0 :=
    (hd' (γ 0)).hasFDerivAt.comp_hasDerivAt 0 (hγ 0)
  unfold pathCurvature
  rw [h1]
  exact (h2.clm_apply ha).deriv
```

Differentiating the parabola term by term gives γ′(q) = v + q a.

```lean
/-- The curved displacement `arc x v a` has velocity `v + q a` at every `q`. -/
theorem hasDerivAt_arc (x v a : V) (q : ℝ) : HasDerivAt (arc x v a) (v + q • a) q := by
  have h1 : HasDerivAt (fun t : ℝ => t • v) v q := by
    simpa using (hasDerivAt_id' q).smul_const v
  have h2 : HasDerivAt (fun t : ℝ => t ^ 2 / 2) q q :=
    ((hasDerivAt_pow 2 q).div_const 2).congr_deriv (by norm_num)
  exact (h1.const_add x).fun_add (h2.smul_const a)
```

Its acceleration is a, and it passes through x at q = 0, so its curvature is

D²E(x)(v, v) + DE(x) a

```lean
/-- For a C² energy, the curvature along `arc x v a` is the Hessian on `v` plus the energy
gradient applied to the acceleration `a`. -/
theorem pathCurvature_arc {E : V → ℝ} (hE : ContDiff ℝ 2 E) (x v a : V) :
    pathCurvature E (arc x v a) =
      fderiv ℝ (fderiv ℝ E) x v v + fderiv ℝ E x a := by
  have ha : HasDerivAt (fun q : ℝ => v + q • a) a 0 := by
    simpa using ((hasDerivAt_id' (0 : ℝ)).smul_const a).const_add v
  have h := pathCurvature_eq hE (hasDerivAt_arc x v a) ha
  have h0 : arc x v a 0 = x := by simp [arc]
  rw [h0] at h
  simpa using h
```

## Any curvature where the gradient is nonzero

If DE(x) ≠ 0, some direction w has DE(x) w ≠ 0. For a required curvature c, choose

a = [(c − D²E(x)(v, v)) / DE(x) w] w

Then DE(x) a = c − D²E(x)(v, v), and the total is c. The proof finds w by contradiction: a linear map that vanishes on every vector is zero.

```lean
/-- If the gradient of a C² energy does not vanish at `x`, then for every initial velocity `v` and
every real `c` there is an acceleration `a` for which `arc x v a` has curvature `c`. -/
theorem exists_arc_curvature {E : V → ℝ} (hE : ContDiff ℝ 2 E) {x : V}
    (hx : fderiv ℝ E x ≠ 0) (v : V) (c : ℝ) :
    ∃ a : V, pathCurvature E (arc x v a) = c := by
  -- a direction in which the energy has a slope
  obtain ⟨w, hw⟩ : ∃ w, fderiv ℝ E x w ≠ 0 := by
    by_contra hcon
    push Not at hcon
    exact hx (ContinuousLinearMap.ext fun w => by simpa using hcon w)
  refine ⟨((c - fderiv ℝ (fderiv ℝ E) x v v) / fderiv ℝ E x w) • w, ?_⟩
  rw [pathCurvature_arc hE, map_smul, smul_eq_mul, div_mul_cancel₀ _ hw]
  ring
```

Conversely, if DE(x) = 0, the acceleration term vanishes and every differentiable path through x with velocity v and an acceleration there gives D²E(x)(v, v). If every such path gives this value, the parabolas force DE(x) a = 0 for all a, so x is stationary. The equivalence holds for each fixed v, including v = 0.

```lean
/-- For a C² energy and a fixed velocity `v`, a geometry `x` is stationary if and only if every
differentiable path through `x` with velocity `v` and an acceleration there has the Hessian on `v`
as its curvature. -/
theorem stationary_iff_curvature_intrinsic {E : V → ℝ} (hE : ContDiff ℝ 2 E) (x v : V) :
    fderiv ℝ E x = 0 ↔
      ∀ (γ γ' : ℝ → V) (a : V), (∀ q, HasDerivAt γ (γ' q) q) → HasDerivAt γ' a 0 →
        γ 0 = x → γ' 0 = v → pathCurvature E γ = fderiv ℝ (fderiv ℝ E) x v v := by
  constructor
  · intro h γ γ' a hγ ha h0 hv
    rw [pathCurvature_eq hE hγ ha, h0, hv, h]
    simp
  · intro h
    -- test the claim on arcs with arbitrary acceleration
    refine ContinuousLinearMap.ext fun a => ?_
    have ha : HasDerivAt (fun q : ℝ => v + q • a) a 0 := by
      simpa using ((hasDerivAt_id' (0 : ℝ)).smul_const a).const_add v
    have h1 := h (arc x v a) (fun q => v + q • a) a (hasDerivAt_arc x v a) ha
      (by simp [arc]) (by simp)
    rw [pathCurvature_arc hE] at h1
    have h2 : fderiv ℝ E x a = 0 := by linarith
    simpa using h2
```

## One bond length

For V = ℝ the formula in ordinary derivatives is

d²/dq² E(γ(q)) = E″(γ(0)) γ′(0)² + E′(γ(0)) a, at q = 0

The proof repeats the two differentiations with `deriv`.

```lean
/-- For one bond length and a C² energy, the curvature in a coordinate `q` is
`E'' (dx/dq)² + E' d²x/dq²`, evaluated at `q = 0`. -/
theorem bond_curvature {E : ℝ → ℝ} (hE : ContDiff ℝ 2 E) {γ γ' : ℝ → ℝ} {a : ℝ}
    (hγ : ∀ q, HasDerivAt γ (γ' q) q) (ha : HasDerivAt γ' a 0) :
    pathCurvature E γ = deriv (deriv E) (γ 0) * γ' 0 ^ 2 + deriv E (γ 0) * a := by
  have hd : Differentiable ℝ E := hE.differentiable (by norm_num)
  have hf : Differentiable ℝ (fderiv ℝ E) :=
    (hE.fderiv_right (m := 1) (by norm_num)).differentiable (by norm_num)
  have hd' : Differentiable ℝ (deriv E) := fun y =>
    (hf y).clm_apply (differentiableAt_const (1 : ℝ))
  have h1 : (deriv fun q => E (γ q)) = fun q => deriv E (γ q) * γ' q := by
    funext q
    exact ((hd (γ q)).hasDerivAt.comp q (hγ q)).deriv
  have h2 : HasDerivAt (fun q => deriv E (γ q)) (deriv (deriv E) (γ 0) * γ' 0) 0 :=
    (hd' (γ 0)).hasDerivAt.comp 0 (hγ 0)
  unfold pathCurvature
  rw [h1, (h2.fun_mul ha).deriv]
  ring
```

Now let the coordinate be a polynomial p with p(0) = x₀ and p′(0) = 1. The second condition makes p invertible near q = 0, so that q is a valid coordinate there. It also fixes the scale of q, so that the reduced mass at x₀ is the same in q as in the bond length. The curvature is then E″(x₀) + E′(x₀) p″(0). If E′(x₀) ≠ 0, take

s = (c − E″(x₀)) / E′(x₀), p(q) = x₀ + q + (s/2) q²

which gives c. Writing s instead of s/2 in front of q² would give 2c − E″(x₀). If E′(x₀) = 0, every such p gives E″(x₀).

For example, E(x) = (x − 1)² at x₀ = 2 has E′ = E″ = 2. For c = −2 we get s = −2 and p(q) = 2 + q − q². Then E(p(q)) = (1 + q − q²)² = 1 + 2q − q² + …, whose second derivative at 0 is −2: a harmonic well shows a negative force constant.

In the proof, `key` is the curvature formula for polynomials and `quad` supplies the quadratic.

```lean
/-- Let `E` be C², and consider polynomial coordinates `p` with `p(0) = x₀` and `p'(0) = 1`. If
`E'(x₀) ≠ 0`, then for every real `c` some such `p` gives the curvature `c`; if `E'(x₀) = 0`, every
such `p` gives `E''(x₀)`. -/
theorem curvature_off_and_at_stationary {E : ℝ → ℝ} (hE : ContDiff ℝ 2 E) (x₀ : ℝ) :
    (deriv E x₀ ≠ 0 → ∀ c : ℝ, ∃ p : ℝ[X], p.eval 0 = x₀ ∧ p.derivative.eval 0 = 1 ∧
      pathCurvature E (fun q => p.eval q) = c) ∧
    (deriv E x₀ = 0 → ∀ p : ℝ[X], p.eval 0 = x₀ → p.derivative.eval 0 = 1 →
      pathCurvature E (fun q => p.eval q) = deriv (deriv E) x₀) := by
  have key : ∀ p : ℝ[X], pathCurvature E (fun q => p.eval q) =
      deriv (deriv E) (p.eval 0) * p.derivative.eval 0 ^ 2 +
        deriv E (p.eval 0) * p.derivative.derivative.eval 0 := fun p =>
    bond_curvature hE (fun q => p.hasDerivAt q) (p.derivative.hasDerivAt 0)
  -- a quadratic coordinate with prescribed second derivative
  have quad : ∀ s : ℝ, ∃ p : ℝ[X], p.eval 0 = x₀ ∧ p.derivative.eval 0 = 1 ∧
      p.derivative.derivative.eval 0 = s := fun s =>
    ⟨C x₀ + X + C (s / 2) * (X * X), by simp, by simp, by simp; ring⟩
  constructor
  · intro h c
    obtain ⟨p, h0, h1, h2⟩ := quad ((c - deriv (deriv E) x₀) / deriv E x₀)
    refine ⟨p, h0, h1, ?_⟩
    have h3 : deriv E x₀ * ((c - deriv (deriv E) x₀) / deriv E x₀) =
        c - deriv (deriv E) x₀ := by field_simp
    rw [key, h0, h1, h2, h3]
    ring
  · intro h p h0 h1
    rw [key, h0, h1, h]
    ring
```

## The logarithmic bond coordinate

Let r = r₀ exp(q/r₀), with r₀ ≠ 0. Then

dr/dq = exp(q/r₀), d²r/dq² = exp(q/r₀)/r₀

At q = 0 these are 1 and 1/r₀, so the force constant is E″(r₀) + E′(r₀)/r₀. In the example above, with r₀ = 2, it is 2 + 2/2 = 3 instead of 2.

```lean
/-- For a C² energy and `r₀ ≠ 0`, the logarithmic bond coordinate `r = r₀ exp(q/r₀)` shifts
the force constant at `r₀` from `E''(r₀)` to `E''(r₀) + E'(r₀)/r₀`. -/
theorem log_coordinate_curvature {E : ℝ → ℝ} (hE : ContDiff ℝ 2 E) {r₀ : ℝ}
    (hr : r₀ ≠ 0) :
    pathCurvature E (fun q => r₀ * Real.exp (q / r₀)) =
      deriv (deriv E) r₀ + deriv E r₀ / r₀ := by
  have he : ∀ q : ℝ, HasDerivAt (fun t : ℝ => Real.exp (t / r₀))
      (Real.exp (q / r₀) * (1 / r₀)) q := fun q =>
    ((hasDerivAt_id' q).div_const r₀).exp
  have h1 : ∀ q : ℝ, HasDerivAt (fun t : ℝ => r₀ * Real.exp (t / r₀))
      (Real.exp (q / r₀)) q := fun q =>
    ((he q).const_mul r₀).congr_deriv (by field_simp)
  rw [bond_curvature hE h1 (he 0)]
  simp [div_eq_mul_inv]

end

end HarmonicOffStationary
```

```lean
#print axioms HarmonicOffStationary.exists_arc_curvature
#print axioms HarmonicOffStationary.stationary_iff_curvature_intrinsic
#print axioms HarmonicOffStationary.curvature_off_and_at_stationary
#print axioms HarmonicOffStationary.log_coordinate_curvature
```

```
'HarmonicOffStationary.exists_arc_curvature' depends on axioms: [propext, Classical.choice, Quot.sound]
'HarmonicOffStationary.stationary_iff_curvature_intrinsic' depends on axioms: [propext, Classical.choice, Quot.sound]
'HarmonicOffStationary.curvature_off_and_at_stationary' depends on axioms: [propext, Classical.choice, Quot.sound]
'HarmonicOffStationary.log_coordinate_curvature' depends on axioms: [propext, Classical.choice, Quot.sound]
```
